# Self-consistency of the induced dipoles of two point-polarisable sites in an axial field

Two sites with linear polarisabilities `a` and `b` lie a distance `R` apart along an applied field `F`, and each also feels the other's point-dipole field, 2/`R`³ times that dipole in units where 4πε₀ = 1. The theorem states that the closed formula `inducedDipole a b R F` equals `a` times the sum of `F` and the field of the other dipole, `inducedDipole b a R F`. All quantities are real, with `R` nonzero and `R ^ 6 ≠ 4 * a * b`; no signs are assumed for the polarisabilities. The attempt unfolds the formula, makes the two denominators agree with `hba`, and leaves the rest to `field_simp` and `ring`.

In Lean, a first try:

```lean
import Mathlib

namespace InducedDipoleSelfConsistent

noncomputable section

/-- Dipole induced on the site of polarisability `a` by the field `F` and by its neighbour of
polarisability `b`; the domain is `R ^ 6 ≠ 4 a b` with `R` nonzero. -/
def inducedDipole (a b R F : ℝ) : ℝ :=
  F * a * R ^ 3 * (R ^ 3 + 2 * b) / (R ^ 6 - 4 * a * b)

/-- Away from `R ^ 6 = 4 a b` and for nonzero distance, each induced dipole is its
polarisability times the sum of the applied field and the field of the other dipole. -/
theorem inducedDipole_selfConsistent {a b R : ℝ} (hR : R ≠ 0) (hD : R ^ 6 - 4 * a * b ≠ 0)
    (F : ℝ) :
    inducedDipole a b R F = a * (F + 2 * inducedDipole b a R F / R ^ 3) := by
  have hba : R ^ 6 - 4 * b * a = R ^ 6 - 4 * a * b := by ring
  unfold inducedDipole
  rw [hba]
  field_simp
  ring

end

end InducedDipoleSelfConsistent
```

Compiling this gives:

```
Try this:
  [apply] ring_nf
  
  The `ring` tactic failed to close the goal. Use `ring_nf` to obtain a normal form.
    
  Note that `ring` works primarily in *commutative* rings. If you have a noncommutative ring, abelian group or module, consider using `noncomm_ring`, `abel` or `module` instead.
Main.lean:16:75: error: unsolved goals
a b R : ℝ
hR : R ≠ 0
hD : R ^ 6 - 4 * a * b ≠ 0
F : ℝ
hba : R ^ 6 - 4 * b * a = R ^ 6 - 4 * a * b
⊢ F * a * R ^ 3 * b * (-(a * b * 4) + R ^ 6)⁻¹ * 2 + F * a * R ^ 6 * (-(a * b * 4) + R ^ 6)⁻¹ =
    F * a + F * a * R ^ 3 * b * (-(a * b * 4) + R ^ 6)⁻¹ * 2 + F * a ^ 2 * b * (-(a * b * 4) + R ^ 6)⁻¹ * 4
```

Diagnosis. The first message says that `ring` could not close the goal; the error shows what was left. Its suggestion of `ring_nf` would not help, since the goal shown is already in that normal form.

Write D for `R ^ 6 - 4 * a * b`. The powers of `R` in the denominator have gone, but the inverse of D remains, so `field_simp` did not clear it, although `hD` was in context. The messages do not show why. Once the common term is removed, the remaining equation needs D · D⁻¹ = 1. This depends on D being nonzero, and `ring` does not use the hypothesis `hD`.

The repair states that cancellation as `h1`, proved from `hD`, and the matching one for `R ^ 3` as `h2`, proved from `hR`. `linear_combination` then replaces `field_simp` and `ring`: it subtracts the given multiples of these equations from the goal, leaving an identity that `ring` can check with the inverses in place. The added comment has no effect on the proof.

As a diff, the version that Lean accepts:

```diff
@@ -16,8 +16,11 @@
     inducedDipole a b R F = a * (F + 2 * inducedDipole b a R F / R ^ 3) := by
   have hba : R ^ 6 - 4 * b * a = R ^ 6 - 4 * a * b := by ring
+  -- the two denominators cancel
+  have h1 : (R ^ 6 - 4 * a * b) * (R ^ 6 - 4 * a * b)⁻¹ = 1 := mul_inv_cancel₀ hD
+  have h2 : R ^ 3 * (R ^ 3)⁻¹ = 1 := mul_inv_cancel₀ (pow_ne_zero 3 hR)
   unfold inducedDipole
   rw [hba]
-  field_simp
-  ring
+  linear_combination F * a * h1 -
+    2 * a * F * b * (R ^ 3 + 2 * a) * (R ^ 6 - 4 * a * b)⁻¹ * h2
 
 end
```
